# The Feynman–Jensen free-energy bound for real actions on finitely many paths

Let \(S\) and \(S_0\) be real actions on a finite nonempty set of paths, labelled by \(i\). Then

\[
-\log\sum_i e^{-S_i}\;\le\;-\log\sum_i e^{-S_{0,i}}+\langle S-S_0\rangle_0 ,
\]

where \(\langle\cdot\rangle_0\) is the average with normalised weights proportional to \(e^{-S_{0,i}}\). Equality holds exactly when \(S_i-S_{0,i}\) is the same number for every path.

## Trial actions in imaginary time

In an imaginary-time path integral with a real Euclidean action and no exchange signs, each path carries a positive weight \(e^{-S}\), with \(S\) the action in units of \(\hbar\). If the sum for \(S\) is hard, while the sum for a trial action \(S_0\) and the average of \(S-S_0\) with the trial weights are easy, the bound estimates the free energy of \(S\) from above, so the error has a known sign. For a ring polymer whose beads are restricted to a finite grid, \(i\) labels one configuration of all the beads, and the theorem bounds the free energy of that discretised model.

Write

\[
Z[S]=\sum_i e^{-S_i},\qquad F[S]=-\log Z[S],\qquad
w_i=\frac{e^{-S_{0,i}}}{Z[S_0]},\qquad \langle A\rangle_0=\sum_i w_iA_i .
\]

Here \(F\) is dimensionless: it is the free energy divided by \(k_BT\). The weights \(w_i\) are positive and sum to one.

## From a tangent line to the bound

For real \(y\), \(e^y\ge 1+y\), strictly if \(y\ne0\). Setting \(y=-(x-m)\) and multiplying by \(e^{-m}\) gives

\[
e^{-x}\ge e^{-m}\bigl(1-(x-m)\bigr),
\]

strictly if \(x\ne m\). This compares \(e^{-x}\) with its tangent at \(m\).

Take \(m=\langle A\rangle_0\), put \(x=A_i\), and average the difference of the two sides:

\[
\begin{aligned}
\sum_i w_i\bigl[e^{-A_i}-e^{-m}(1-(A_i-m))\bigr]
&=\langle e^{-A}\rangle_0-e^{-m}(1+m)\sum_i w_i+e^{-m}\sum_i w_iA_i\\
&=\langle e^{-A}\rangle_0-e^{-m}.
\end{aligned}
\]

Every term on the left is nonnegative, so \(\langle e^{-A}\rangle_0\ge e^{-\langle A\rangle_0}\), which is Jensen's inequality. If the gap vanishes, every term vanishes; since \(w_i>0\), every \(A_i\) equals \(m\). Conversely, if \(A_i=c\) for all \(i\), both sides equal \(e^{-c}\).

Now let \(A=S-S_0\). Reweighting gives

\[
Z[S]=\sum_i e^{-S_{0,i}}e^{-(S_i-S_{0,i})}
=Z[S_0]\,\langle e^{-(S-S_0)}\rangle_0 .
\]

Taking minus the logarithm and using Jensen's inequality,

\[
F[S]=F[S_0]-\log\langle e^{-(S-S_0)}\rangle_0
\le F[S_0]+\langle S-S_0\rangle_0 .
\]

The logarithm is strictly increasing on positive numbers, so equality here is equality in Jensen's inequality, that is, constant \(S-S_0\).

## A lower bound and a minimum principle

Exchanging the actions gives \(F[S_0]\le F[S]+\langle S_0-S\rangle_S\), where \(\langle\cdot\rangle_S\) uses the weights of \(S\). Rearranged,

\[
F[S_0]+\langle S-S_0\rangle_S\le F[S].
\]

This average is taken in the ensemble of the target action, not in that of the trial action.

The upper bound also holds for every trial action, and the choice \(S_0=S\) attains it. Hence \(F[S]\) is the least value of \(F[S_0]+\langle S-S_0\rangle_0\) over all real \(S_0\). A restricted family of trial actions still gives upper bounds, but its best value may lie above \(F[S]\).

## The statement in Lean

The type `ι` is the set of paths; `Fintype ι` makes it finite and `Nonempty ι` makes the partition sum positive. An action or observable is a function `ι → ℝ`. The definitions `partitionSum`, `freeEnergy` and `weight` are \(Z\), \(F\) and the normalised path weight. In `average S A`, the first argument fixes the ensemble and the second is the observable.

The theorem `feynman_jensen` is a conjunction: the inequality, and the equivalence of equality with `∃ c, ∀ i, S i - S0 i = c`. In `variational_principle`, `IsLeast` says that \(F[S]\) is a lower bound for the set of trial values and belongs to it.

All paths are counted equally; a positive measure factor \(\mu_i\) common to both sums can be absorbed by adding \(-\log\mu_i\) to both actions, which leaves \(S-S_0\) unchanged. Real actions exclude the oscillating weights of real-time path integrals and the signed weights of fermionic ones. Feynman's variational method is usually applied to integrals over continuous paths, whereas these theorems concern finite sums and take no continuum limit.

## Integrals in place of sums

The paths could also be modelled as a measure space, with integrals for \(Z\) and the averages. That would accommodate continuous bead positions, but it would call for measurable actions, finite positive partition integrals and an integrable \(S-S_0\) in the trial ensemble. The equality condition would weaken to \(S-S_0\) being constant almost everywhere.

## The complete file

```lean
import Mathlib

open scoped BigOperators

namespace FeynmanJensen

noncomputable section

variable {ι : Type*} [Fintype ι]

/-- The partition sum of an action `S`: the sum of `exp (-S)` over a finite set of paths. -/
def partitionSum (S : ι → ℝ) : ℝ := ∑ i, Real.exp (-S i)

/-- The dimensionless free energy `-log Z` of an action on a finite nonempty set of paths. -/
def freeEnergy (S : ι → ℝ) : ℝ := -Real.log (partitionSum S)

/-- The normalised weight of a path under the action `S`, on a finite nonempty set of paths. -/
def weight (S : ι → ℝ) (i : ι) : ℝ := Real.exp (-S i) / partitionSum S

/-- The average of a path observable `A` in the ensemble of the action `S`, on a finite nonempty set
of paths. -/
def average (S A : ι → ℝ) : ℝ := ∑ i, weight S i * A i

/-- The exponential `exp (-x)` lies on or above its tangent at `m`. -/
theorem tangent_le (m x : ℝ) :
    Real.exp (-m) * (1 - (x - m)) ≤ Real.exp (-x) := by
  have h : Real.exp (-x) = Real.exp (-m) * Real.exp (-(x - m)) := by
    rw [← Real.exp_add]
    congr 1
    ring
  rw [h]
  exact mul_le_mul_of_nonneg_left
    (by linarith [Real.add_one_le_exp (-(x - m))]) (Real.exp_pos _).le

/-- Away from the point of contact `m`, the exponential `exp (-x)` lies strictly above
its tangent. -/
theorem tangent_lt {m x : ℝ} (hx : x ≠ m) :
    Real.exp (-m) * (1 - (x - m)) < Real.exp (-x) := by
  have h : Real.exp (-x) = Real.exp (-m) * Real.exp (-(x - m)) := by
    rw [← Real.exp_add]
    congr 1
    ring
  rw [h]
  have hne : -(x - m) ≠ 0 := neg_ne_zero.2 (sub_ne_zero.2 hx)
  exact mul_lt_mul_of_pos_left
    (by linarith [Real.add_one_lt_exp hne]) (Real.exp_pos _)

variable [Nonempty ι]

/-- The partition sum over a finite nonempty set of paths is positive. -/
theorem partitionSum_pos (S : ι → ℝ) : 0 < partitionSum S :=
  Finset.sum_pos (fun i _ => Real.exp_pos (-S i)) Finset.univ_nonempty

/-- On a finite nonempty set of paths, every path weight is positive and the weights sum to one. -/
theorem weight_pos_and_sum (S : ι → ℝ) :
    (∀ i, 0 < weight S i) ∧ ∑ i, weight S i = 1 := by
  refine ⟨fun i => div_pos (Real.exp_pos _) (partitionSum_pos S), ?_⟩
  simp only [weight]
  rw [← Finset.sum_div]
  exact div_self (partitionSum_pos S).ne'

/-- Jensen's inequality for path averages on a finite nonempty set of paths:
`exp (-⟨A⟩) ≤ ⟨exp (-A)⟩`, with equality exactly when `A` is the same on all paths. -/
theorem jensen (S A : ι → ℝ) :
    Real.exp (-average S A) ≤ average S (fun i => Real.exp (-A i)) ∧
    (average S (fun i => Real.exp (-A i)) = Real.exp (-average S A) ↔
      ∃ c, ∀ i, A i = c) := by
  obtain ⟨hw, h1⟩ := weight_pos_and_sum S
  -- The gap is the averaged distance between the exponential and its tangent at the mean.
  have gap : average S (fun i => Real.exp (-A i)) - Real.exp (-average S A) =
      ∑ i, weight S i * (Real.exp (-A i) -
        Real.exp (-average S A) * (1 - (A i - average S A))) := by
    generalize hm : average S A = m
    have h2 : ∑ i, weight S i * A i = m := hm
    have key : ∑ i, weight S i * (Real.exp (-A i) - Real.exp (-m) * (1 - (A i - m))) =
        ∑ i, weight S i * Real.exp (-A i) - Real.exp (-m) * (1 + m) * ∑ i, weight S i
          + Real.exp (-m) * ∑ i, weight S i * A i := by
      rw [Finset.mul_sum, Finset.mul_sum, ← Finset.sum_sub_distrib,
        ← Finset.sum_add_distrib]
      refine Finset.sum_congr rfl fun i _ => ?_
      ring
    rw [key, h1, h2]
    simp only [average]
    ring
  have hnn : ∀ i ∈ Finset.univ, 0 ≤ weight S i * (Real.exp (-A i) -
      Real.exp (-average S A) * (1 - (A i - average S A))) := fun i _ =>
    mul_nonneg (hw i).le (sub_nonneg.2 (tangent_le _ _))
  refine ⟨by linarith [Finset.sum_nonneg hnn], ?_, ?_⟩
  · -- A vanishing gap forces every path to sit at the point of contact.
    intro h
    rw [h, sub_self] at gap
    have hz := (Finset.sum_eq_zero_iff_of_nonneg hnn).1 gap.symm
    refine ⟨average S A, fun i => ?_⟩
    by_contra hne
    have hp := mul_pos (hw i) (sub_pos.2 (tangent_lt hne))
    exact hp.ne' (hz i (Finset.mem_univ i))
  · rintro ⟨c, hc⟩
    simp only [average, hc, ← Finset.sum_mul, h1, one_mul]

/-- Reweighting on a finite nonempty set of paths: the partition sum of `S` is that of `S0` times
the average of `exp (-(S - S0))` in the ensemble of `S0`. -/
theorem reweighting (S S0 : ι → ℝ) :
    partitionSum S =
      partitionSum S0 * average S0 (fun i => Real.exp (-(S i - S0 i))) := by
  have hZ := (partitionSum_pos S0).ne'
  rw [average, Finset.mul_sum]
  refine Finset.sum_congr rfl fun i _ => ?_
  rw [weight, ← mul_assoc, mul_div_assoc', mul_div_cancel_left₀ _ hZ, ← Real.exp_add]
  congr 1
  ring

/-- The Feynman-Jensen bound on a nonempty finite set of paths: the free energy of `S` is at
most that of `S0` plus the average of `S - S0` in the ensemble of `S0`, with equality exactly
when `S - S0` is the same on all paths. -/
theorem feynman_jensen (S S0 : ι → ℝ) :
    freeEnergy S ≤ freeEnergy S0 + average S0 (fun i => S i - S0 i) ∧
    (freeEnergy S = freeEnergy S0 + average S0 (fun i => S i - S0 i) ↔
      ∃ c, ∀ i, S i - S0 i = c) := by
  obtain ⟨hle, heq⟩ := jensen S0 (fun i => S i - S0 i)
  have hpos := lt_of_lt_of_le (Real.exp_pos _) hle
  -- The logarithm of the reweighting identity.
  have hF : freeEnergy S = freeEnergy S0 -
      Real.log (average S0 (fun i => Real.exp (-(S i - S0 i)))) := by
    unfold freeEnergy
    rw [reweighting S S0, Real.log_mul (partitionSum_pos S0).ne' hpos.ne']
    ring
  have hlog := (Real.le_log_iff_exp_le hpos).2 hle
  refine ⟨by linarith, ?_⟩
  rw [← heq]
  constructor
  · intro h
    have hl : Real.log (average S0 (fun i => Real.exp (-(S i - S0 i)))) =
        -average S0 (fun i => S i - S0 i) := by linarith
    rw [← hl, Real.exp_log hpos]
  · intro h
    rw [hF, h, Real.log_exp]
    ring

/-- The companion lower bound on a finite nonempty set of paths: the free energy of `S` is at least
that of `S0` plus the average of `S - S0` in the ensemble of `S` itself. -/
theorem lower_bound (S S0 : ι → ℝ) :
    freeEnergy S0 + average S (fun i => S i - S0 i) ≤ freeEnergy S := by
  have h := (feynman_jensen S0 S).1
  have hneg : average S (fun i => S0 i - S i) = -average S (fun i => S i - S0 i) := by
    simp only [average]
    rw [← Finset.sum_neg_distrib]
    refine Finset.sum_congr rfl fun i _ => ?_
    ring
  linarith

/-- The variational principle on a finite nonempty set of paths: the free energy of `S` is the least
value of `F[S0] + ⟨S - S0⟩₀` over all trial actions `S0`. -/
theorem variational_principle (S : ι → ℝ) :
    IsLeast (Set.range fun S0 : ι → ℝ =>
      freeEnergy S0 + average S0 (fun i => S i - S0 i)) (freeEnergy S) := by
  refine ⟨⟨S, by simp [average]⟩, ?_⟩
  rintro _ ⟨S0, rfl⟩
  exact (feynman_jensen S S0).1

end

end FeynmanJensen
```

```lean
#print axioms FeynmanJensen.feynman_jensen
#print axioms FeynmanJensen.lower_bound
#print axioms FeynmanJensen.variational_principle
```

```
'FeynmanJensen.feynman_jensen' depends on axioms: [propext, Classical.choice, Quot.sound]
'FeynmanJensen.lower_bound' depends on axioms: [propext, Classical.choice, Quot.sound]
'FeynmanJensen.variational_principle' depends on axioms: [propext, Classical.choice, Quot.sound]
```

## From the tangent lemmas to the main theorem

`tangent_le` and `tangent_lt` factor \(e^{-x}\) as \(e^{-m}e^{-(x-m)}\) and apply Mathlib's inequality between \(y+1\) and \(e^y\), in its weak and strict forms. `partitionSum_pos` and `weight_pos_and_sum` supply positivity and normalisation.

In `jensen`, the step `gap` is the averaged tangent identity. Its inner step `key` splits the sum into the three sums displayed above, after which the normalisation and the definition of the mean finish the calculation. The step `hnn` records that each term is nonnegative. For equality, `Finset.sum_eq_zero_iff_of_nonneg` turns a vanishing sum into vanishing terms, and a path with \(A_i\ne m\) would contradict this through `tangent_lt`.

`reweighting` is proved path by path, by cancelling \(Z[S_0]\) and combining exponentials. In `feynman_jensen`, `hF` is the logarithm of that identity and `hlog` is Jensen's inequality after taking logarithms; `linarith` combines them. For the equality case, `rw [← heq]` replaces the constancy condition by equality in Jensen's inequality, and the two directions then follow by exponentiating and by taking logarithms.

`lower_bound` applies the main theorem with the actions exchanged and moves a minus sign through the average. `variational_principle` uses \(S_0=S\) for attainment and the main theorem for minimality.
